# The Lipkin energy surface for real spin-coherent states of N particles

Take two particles, each of which can sit in an upper or a lower level, and an interaction that moves both of them up or down together. Put each particle in the same mixture, with amplitude c = cos(t/2) for the upper level and s = sin(t/2) for the lower. The states with 0, 1 and 2 lowered particles then have amplitudes

c², √2 c s, s².

The operator J₊² lifts both particles and has matrix element 2 between the last state and the first. Its expectation value is therefore

2 c² s² = (sin² t)/2.

The pair term is sensitive to the mixing because the state contains both "two up" and "two down". For N particles the same calculation gives the mean-field energy of the Lipkin model as a function of t. The theorems below establish it for every N, with real amplitudes, at azimuthal angle zero.

## Spin matrices and the Hamiltonian

```lean
import Mathlib

open Matrix
open Real (sin cos sqrt)

namespace LipkinCoherentState

noncomputable section

/-- The ladder matrix element `√((k+1)(N-k))` between the states with `k+1` and `k` lowered
particles, for `k < N`; it is zero at `k = N`. -/
def ladder (N k : ℕ) : ℝ := sqrt (((k : ℝ) + 1) * ((N : ℝ) - k))
```

The integer k counts lowered particles, so k = 0 is the state with all N particles up. `ladder N k` is the usual spin-N/2 matrix element

λ(k) = √((k+1)(N−k)).

It vanishes at k = N.

```lean
/-- The spin-`N/2` matrix `Jz`, diagonal with entries `N/2 - k`. -/
def Jz (N : ℕ) : Matrix (Fin (N + 1)) (Fin (N + 1)) ℝ :=
  Matrix.diagonal fun k => (N : ℝ) / 2 - ((k : ℕ) : ℝ)
```

The type `Fin (N + 1)` supplies the indices 0, …, N, and `Matrix.diagonal` puts N/2 − k on the diagonal. This is half the difference between the upper and lower populations.

```lean
/-- The raising matrix `J₊`, which takes the state `k+1` to `ladder N k` times the state `k`. -/
def Jplus (N : ℕ) : Matrix (Fin (N + 1)) (Fin (N + 1)) ℝ :=
  fun i j => if (j : ℕ) = (i : ℕ) + 1 then ladder N i else 0
```

Row i and column j hold λ(i) when j = i + 1, and zero otherwise. J₊ thus turns k+1 lowered particles into k. These are the textbook matrices by definition; their commutation relations are neither stated nor used.

```lean
/-- The Lipkin Hamiltonian `e Jz + (V/2)(J₊² + J₋²)`, with `J₋` the transpose of `J₊`. -/
def lipkin (N : ℕ) (e V : ℝ) : Matrix (Fin (N + 1)) (Fin (N + 1)) ℝ :=
  e • Jz N + (V / 2) • (Jplus N ^ 2 + (Jplus N)ᵀ ^ 2)
```

In ordinary notation,

H = e Jz + (V/2)(J₊² + J₋²).

Here `e` is the level spacing, often written ε, and `V` is the strength of the pair interaction. Some texts put a minus sign before V. The full Lipkin model also has a term that moves one particle up and another down; it is set to zero here. The superscript `ᵀ` is the transpose, which is the adjoint for a real matrix, and `•` multiplies a matrix by a number.

## The coherent state

```lean
/-- The coherent amplitude `√C(N,k) cos(t/2)^(N-k) sin(t/2)^k` of the state with `k ≤ N`
lowered particles. -/
def amplitude (N : ℕ) (t : ℝ) (k : ℕ) : ℝ :=
  sqrt (N.choose k : ℝ) * cos (t / 2) ^ (N - k) * sin (t / 2) ^ k
```

The amplitude for k lowered particles is

a(N,k) = √C(N,k) c^(N−k) s^k.

At t = 0 all particles are up, and at t = π all are down. Texts that measure the angle from the lower state have the opposite sign in front of cos t.

```lean
/-- The coherent vector of `N` particles at angle `t`. -/
def coherent (N : ℕ) (t : ℝ) : Fin (N + 1) → ℝ := fun k => amplitude N t k
```

`coherent N t` collects these amplitudes into a vector with N + 1 components.

```lean
/-- The expression `ψᵀ A ψ`, the expectation value of `A` when the real vector `ψ` has unit
norm. -/
def expect {N : ℕ} (A : Matrix (Fin (N + 1)) (Fin (N + 1)) ℝ) (ψ : Fin (N + 1) → ℝ) : ℝ :=
  ψ ⬝ᵥ (A *ᵥ ψ)
```

`A *ᵥ ψ` is a matrix acting on a vector and `⬝ᵥ` is the dot product, so `expect A ψ` is ψᵀAψ. This is an expectation value once ψ is known to have unit norm, which is proved below.

## Removing one particle at a time

```lean
/-- `J₊` shifts the components of a vector by one and multiplies them by the ladder element. -/
theorem raise_mulVec (N : ℕ) (f : ℕ → ℝ) :
    (Jplus N *ᵥ fun j : Fin (N + 1) => f j) =
      fun i : Fin (N + 1) => ladder N i * f ((i : ℕ) + 1) := by
  funext i
  refine (Fin.sum_univ_eq_sum_range (fun j : ℕ =>
    (if j = (i : ℕ) + 1 then ladder N i else 0) * f j) (N + 1)).trans ?_
  simp only [ite_mul, zero_mul, Finset.sum_ite_eq', Finset.mem_range]
  split_ifs with hi
  · rfl
  · -- the top state is annihilated
    have hN : (i : ℕ) = N := by have := i.isLt; omega
    rw [hN]
    simp [ladder]
```

For a vector with components f(k),

(J₊f)(i) = λ(i) f(i+1).

In the matrix product only the column j = i + 1 survives. If i = N there is no such column, and the right side is zero as well because λ(N) = 0. The proof splits into these two cases with `split_ifs`.

```lean
/-- For `k ≤ N` the coherent amplitudes `a(N,k)` satisfy
`√(N+1-k) a(N+1,k) = √(N+1) cos(t/2) a(N,k)`. -/
theorem remove_upper (N : ℕ) (t : ℝ) (k : ℕ) (hk : k ≤ N) :
    sqrt ((N : ℝ) + 1 - k) * amplitude (N + 1) t k =
      sqrt ((N : ℝ) + 1) * (cos (t / 2) * amplitude N t k) := by
  have hkN : (k : ℝ) ≤ N := by exact_mod_cast hk
  have h0 : (0 : ℝ) ≤ (N : ℝ) + 1 - k := by linarith
  have h1 : (0 : ℝ) ≤ (N : ℝ) + 1 := by positivity
  have h : ((N.choose k * (N + 1) : ℕ) : ℝ) = (((N + 1).choose k * (N + 1 - k) : ℕ) : ℝ) :=
    congrArg _ (Nat.choose_mul_succ_eq N k)
  rw [Nat.cast_mul, Nat.cast_mul, Nat.cast_sub (Nat.le_succ_of_le hk)] at h
  push_cast at h
  have hs : sqrt ((N : ℝ) + 1 - k) * sqrt ((N + 1).choose k : ℝ) =
      sqrt ((N : ℝ) + 1) * sqrt (N.choose k : ℝ) := by
    rw [← Real.sqrt_mul h0, ← Real.sqrt_mul h1]
    congr 1
    linear_combination -h
  unfold amplitude
  rw [show N + 1 - k = (N - k) + 1 by omega]
  linear_combination (cos (t / 2) ^ (N - k + 1) * sin (t / 2) ^ k) * hs
```

For k ≤ N the theorem says

√(N+1−k) a(N+1,k) = √(N+1) c a(N,k).

To derive it, start from C(N+1,k)(N+1−k) = C(N,k)(N+1), take square roots, and multiply by c^(N+1−k) s^k. One factor c is left over beside a(N,k). In the Lean proof `hs` is the square-root identity, and `linear_combination` multiplies it by the powers of c and s.

```lean
/-- The coherent amplitudes `a(N,k)` satisfy `√(k+1) a(N+1,k+1) = √(N+1) sin(t/2) a(N,k)`. -/
theorem remove_lower (N : ℕ) (t : ℝ) (k : ℕ) :
    sqrt ((k : ℝ) + 1) * amplitude (N + 1) t (k + 1) =
      sqrt ((N : ℝ) + 1) * (sin (t / 2) * amplitude N t k) := by
  have h0 : (0 : ℝ) ≤ (k : ℝ) + 1 := by positivity
  have h1 : (0 : ℝ) ≤ (N : ℝ) + 1 := by positivity
  have hn : (N + 1).choose (k + 1) * (k + 1) = N.choose k * (N + 1) :=
    (Nat.choose_succ_right_eq (N + 1) k).trans (Nat.choose_mul_succ_eq N k).symm
  have h : ((N + 1).choose (k + 1) : ℝ) * ((k : ℝ) + 1) = N.choose k * ((N : ℝ) + 1) := by
    exact_mod_cast hn
  have hs : sqrt ((k : ℝ) + 1) * sqrt ((N + 1).choose (k + 1) : ℝ) =
      sqrt ((N : ℝ) + 1) * sqrt (N.choose k : ℝ) := by
    rw [← Real.sqrt_mul h0, ← Real.sqrt_mul h1]
    congr 1
    linear_combination h
  unfold amplitude
  rw [show N + 1 - (k + 1) = N - k by omega]
  linear_combination (cos (t / 2) ^ (N - k) * sin (t / 2) ^ (k + 1)) * hs
```

The companion relation removes a lowered particle:

√(k+1) a(N+1,k+1) = √(N+1) s a(N,k).

It follows in the same way from C(N+1,k+1)(k+1) = C(N,k)(N+1).

## Norm and level populations

```lean
/-- The squared coherent amplitudes sum to one. -/
theorem sum_amplitude_sq (N : ℕ) (t : ℝ) :
    ∑ k ∈ Finset.range (N + 1), amplitude N t k * amplitude N t k = 1 := by
  have hb := add_pow (sin (t / 2) ^ 2) (cos (t / 2) ^ 2) N
  rw [Real.sin_sq_add_cos_sq, one_pow] at hb
  refine (Finset.sum_congr rfl fun k _ => ?_).trans hb.symm
  have hs : sqrt (N.choose k : ℝ) * sqrt (N.choose k : ℝ) = N.choose k :=
    Real.mul_self_sqrt (Nat.cast_nonneg _)
  unfold amplitude
  linear_combination (cos (t / 2) ^ (N - k) * sin (t / 2) ^ k) ^ 2 * hs
```

The squared amplitudes are the terms of a binomial expansion:

Σₖ a(N,k)² = Σₖ C(N,k) (c²)^(N−k) (s²)^k = (c² + s²)^N = 1.

The proof takes the expansion from `add_pow`.

```lean
/-- The coherent vector has unit norm. -/
theorem coherent_norm (N : ℕ) (t : ℝ) : coherent N t ⬝ᵥ coherent N t = 1 :=
  (Fin.sum_univ_eq_sum_range (fun k : ℕ => amplitude N t k * amplitude N t k) (N + 1)).trans
    (sum_amplitude_sq N t)
```

This is the same sum written as the dot product of the coherent vector with itself.

```lean
/-- In the coherent state `⟨Jz⟩ = (N/2) cos t`. -/
theorem expect_Jz (N : ℕ) (t : ℝ) : expect (Jz N) (coherent N t) = N / 2 * cos t := by
  have hcos : cos t = 2 * cos (t / 2) ^ 2 - 1 := by
    rw [← Real.cos_two_mul]
    congr 1
    ring
  -- the mean number of unlowered particles is `N cos²(t/2)`
  have hmean : ∑ k ∈ Finset.range (N + 1), ((N : ℝ) - k) * (amplitude N t k * amplitude N t k) =
      N * cos (t / 2) ^ 2 := by
    cases N with
    | zero => simp
    | succ M =>
      have hterm : ∀ k ∈ Finset.range (M + 1),
          (((M + 1 : ℕ) : ℝ) - k) * (amplitude (M + 1) t k * amplitude (M + 1) t k) =
          ((M : ℝ) + 1) * cos (t / 2) ^ 2 * (amplitude M t k * amplitude M t k) := by
        intro k hk
        have hkM : k ≤ M := Nat.lt_succ_iff.mp (Finset.mem_range.mp hk)
        have hkR : (k : ℝ) ≤ M := by exact_mod_cast hkM
        have a := remove_upper M t k hkM
        have h1 := Real.mul_self_sqrt (show (0 : ℝ) ≤ (M : ℝ) + 1 - k by linarith)
        have h2 := Real.mul_self_sqrt (show (0 : ℝ) ≤ (M : ℝ) + 1 by positivity)
        calc _ = (sqrt ((M : ℝ) + 1 - k) * amplitude (M + 1) t k) *
              (sqrt ((M : ℝ) + 1 - k) * amplitude (M + 1) t k) := by
              push_cast
              linear_combination -(amplitude (M + 1) t k) ^ 2 * h1
          _ = _ := by
              rw [a]
              linear_combination (cos (t / 2) * amplitude M t k) ^ 2 * h2
      rw [Finset.sum_range_succ, sub_self, zero_mul, add_zero, Finset.sum_congr rfl hterm,
        ← Finset.mul_sum, sum_amplitude_sq, mul_one, Nat.cast_succ]
  have hz : Jz N *ᵥ coherent N t =
      fun k : Fin (N + 1) => ((N : ℝ) / 2 - ((k : ℕ) : ℝ)) * amplitude N t k := by
    funext k
    rw [Jz, Matrix.mulVec_diagonal, coherent]
  rw [expect, hz, hcos]
  refine (Fin.sum_univ_eq_sum_range (fun k : ℕ => amplitude N t k *
    (((N : ℝ) / 2 - (k : ℝ)) * amplitude N t k)) (N + 1)).trans ?_
  have hsplit : ∀ k ∈ Finset.range (N + 1),
      amplitude N t k * (((N : ℝ) / 2 - (k : ℝ)) * amplitude N t k) =
      ((N : ℝ) - k) * (amplitude N t k * amplitude N t k) -
        (N : ℝ) / 2 * (amplitude N t k * amplitude N t k) := fun k _ => by ring
  rw [Finset.sum_congr rfl hsplit, Finset.sum_sub_distrib, ← Finset.mul_sum, hmean,
    sum_amplitude_sq]
  ring
```

The theorem states ⟨Jz⟩ = (N/2) cos t. Write the diagonal entry as N/2 − k = (N−k) − N/2. For N ≥ 1, squaring the first removal relation gives, for k ≤ N−1,

(N−k) a(N,k)² = N c² a(N−1,k)².

The term k = N has weight zero. Summing, and using the norm for N−1 particles, gives the mean number of particles in the upper level,

Σₖ (N−k) a(N,k)² = N c²,

which is `hmean` in the code. For N = 0 both sides vanish. Hence

⟨Jz⟩ = N c² − N/2 = (N/2)(2c² − 1) = (N/2) cos t.

## The pair term

```lean
/-- In the coherent state `⟨J₊²⟩ = N(N-1) sin²t/4`. -/
theorem expect_raise_sq (N : ℕ) (t : ℝ) :
    expect (Jplus N ^ 2) (coherent N t) = N * (N - 1) * sin t ^ 2 / 4 := by
  have hsin : sin t = 2 * sin (t / 2) * cos (t / 2) := by
    rw [← Real.sin_two_mul]
    congr 1
    ring
  have h2 : Jplus N ^ 2 *ᵥ coherent N t = fun i : Fin (N + 1) =>
      ladder N i * (ladder N ((i : ℕ) + 1) * amplitude N t ((i : ℕ) + 1 + 1)) := by
    rw [sq, ← Matrix.mulVec_mulVec]
    exact (congrArg (fun w => Jplus N *ᵥ w) (raise_mulVec N (amplitude N t))).trans
      (raise_mulVec N fun k => ladder N k * amplitude N t (k + 1))
  rw [expect, h2, hsin]
  refine (Fin.sum_univ_eq_sum_range (fun k : ℕ => amplitude N t k *
    (ladder N k * (ladder N (k + 1) * amplitude N t (k + 1 + 1)))) (N + 1)).trans ?_
  rcases N with _ | _ | M
  · simp [ladder]
  · simp [Finset.sum_range_succ, ladder]
  · -- remove two particles on each side of the matrix element
    have hterm : ∀ k ∈ Finset.range (M + 1), amplitude (M + 1 + 1) t k *
        (ladder (M + 1 + 1) k * (ladder (M + 1 + 1) (k + 1) *
          amplitude (M + 1 + 1) t (k + 1 + 1))) =
        ((M : ℝ) + 1 + 1) * ((M : ℝ) + 1) * (cos (t / 2) * sin (t / 2)) ^ 2 *
          (amplitude M t k * amplitude M t k) := by
      intro k hk
      have hkM : k ≤ M := Nat.lt_succ_iff.mp (Finset.mem_range.mp hk)
      have a0 := remove_upper M t k hkM
      have a1 := remove_upper (M + 1) t k (Nat.le_succ_of_le hkM)
      have b0 := remove_lower M t k
      have b1 := remove_lower (M + 1) t (k + 1)
      simp only [Nat.cast_add, Nat.cast_one] at a1 b1
      have l1 : ladder (M + 1 + 1) k = sqrt ((k : ℝ) + 1) * sqrt ((M : ℝ) + 1 + 1 - k) := by
        simp only [ladder, Nat.cast_add, Nat.cast_one]
        exact Real.sqrt_mul (by positivity) _
      have l2 : ladder (M + 1 + 1) (k + 1) =
          sqrt ((k : ℝ) + 1 + 1) * sqrt ((M : ℝ) + 1 - k) := by
        simp only [ladder, Nat.cast_add, Nat.cast_one]
        rw [Real.sqrt_mul (by positivity), add_sub_add_right_eq_sub]
      have s1 := Real.mul_self_sqrt (show (0 : ℝ) ≤ (M : ℝ) + 1 by positivity)
      have s2 := Real.mul_self_sqrt (show (0 : ℝ) ≤ (M : ℝ) + 1 + 1 by positivity)
      calc _ = sqrt ((M : ℝ) + 1 - k) *
            (sqrt ((M : ℝ) + 1 + 1 - k) * amplitude (M + 1 + 1) t k) *
            (sqrt ((k : ℝ) + 1) *
              (sqrt ((k : ℝ) + 1 + 1) * amplitude (M + 1 + 1) t (k + 1 + 1))) := by
            rw [l1, l2]
            ring
        _ = (sqrt ((M : ℝ) + 1 + 1) * sqrt ((M : ℝ) + 1 + 1)) * (cos (t / 2) * sin (t / 2)) *
            ((sqrt ((M : ℝ) + 1 - k) * amplitude (M + 1) t k) *
              (sqrt ((k : ℝ) + 1) * amplitude (M + 1) t (k + 1))) := by
            rw [a1, b1]
            ring
        _ = _ := by
            rw [a0, b0, s2]
            linear_combination (((M : ℝ) + 1 + 1) * (cos (t / 2) * sin (t / 2)) ^ 2 *
              amplitude M t k ^ 2) * s1
    have h0 : ladder (M + 1 + 1) (M + 1 + 1) = 0 := by simp [ladder]
    rw [Finset.sum_range_succ, Finset.sum_range_succ, h0]
    simp only [zero_mul, mul_zero, add_zero]
    rw [Finset.sum_congr rfl hterm, ← Finset.mul_sum, sum_amplitude_sq]
    push_cast
    ring
```

The theorem states ⟨J₊²⟩ = N(N−1) sin² t/4. Applying the shift rule twice (`h2`) gives

⟨J₊²⟩ = Σₖ a(N,k) λ(k) λ(k+1) a(N,k+2).

Let N = M + 2. For k ≤ M, split the two ladder elements into four square roots and share them between the amplitudes. Two uses of each removal relation give

√(M+1−k) √(M+2−k) a(N,k) = √(N(N−1)) c² a(M,k),

√(k+1) √(k+2) a(N,k+2) = √(N(N−1)) s² a(M,k).

Each term of the sum is therefore N(N−1) c² s² a(M,k)². This is `hterm`, and its `calc` block removes one particle from each side at a time. The terms k = M+1 and k = M+2 contain λ(N) = 0. The norm for M particles and sin t = 2sc then give the result. For N = 0 and N = 1 no pair can be raised, and `rcases` treats these values separately.

## The energy as a function of the mixing angle

```lean
/-- The energy of the Lipkin Hamiltonian in the coherent state is
`(e N/2) cos t + (V N(N-1)/4) sin²t`. -/
theorem energy_surface (N : ℕ) (e V t : ℝ) :
    expect (lipkin N e V) (coherent N t) =
      e * N / 2 * cos t + V * N * (N - 1) / 4 * sin t ^ 2 := by
  -- lowering and raising terms have the same expectation value
  have hlow : expect ((Jplus N)ᵀ ^ 2) (coherent N t) =
      expect (Jplus N ^ 2) (coherent N t) := by
    rw [← Matrix.transpose_pow, expect, expect, Matrix.mulVec_transpose,
      Matrix.dotProduct_mulVec]
    exact dotProduct_comm _ _
  have hlin : expect (lipkin N e V) (coherent N t) = e * expect (Jz N) (coherent N t) +
      V / 2 * (expect (Jplus N ^ 2) (coherent N t) +
        expect ((Jplus N)ᵀ ^ 2) (coherent N t)) := by
    simp only [expect, lipkin, Matrix.add_mulVec, Matrix.smul_mulVec, dotProduct_add,
      dotProduct_smul, smul_eq_mul]
  rw [hlin, hlow, expect_Jz, expect_raise_sq]
  ring

end

end LipkinCoherentState
```

```lean
#print axioms LipkinCoherentState.coherent_norm
#print axioms LipkinCoherentState.energy_surface
```

```
'LipkinCoherentState.coherent_norm' depends on axioms: [propext, Classical.choice, Quot.sound]
'LipkinCoherentState.energy_surface' depends on axioms: [propext, Classical.choice, Quot.sound]
```

The energy is

E(t) = (eN/2) cos t + (V N(N−1)/4) sin² t.

For a real vector, ψᵀJ₋²ψ is the transpose of the number ψᵀJ₊²ψ and equals it (`hlow`). The expectation value is linear in the matrix (`hlin`), so the two previous theorems supply the rest.

This is a Hartree-Fock energy surface if the coherent vector stands for a Slater determinant in which every particle occupies the same mixture of its two levels. That identification is the physical step from the spin matrices to the fermions, and the code starts after it. Minimisation over t is not part of the code either. With an azimuth φ the pair term would carry a factor cos 2φ, so for V > 0 and V(N−1) > |e| the lowest mean-field energies lie at φ = π/2 and not on this real curve. For 0 < V(N−1) ≤ |e| the minimum has all particles in one level, and this real curve contains it.

For V < 0 and |V|(N−1) > |e| the minimum lies on this real curve, at cos t = e/(V(N−1)), and every particle is then in a mixture of both levels. For e ≠ 0 the non-interacting ground state has all particles in one level. For electronic structure, this is a one-angle example of a Hartree-Fock minimum that mixes levels which the non-interacting ground state keeps apart.

## Three particles at t = 2π/3

Let N = 3, e = 1 and V = −1. Here c = 1/2 and s = √3/2, so the amplitudes are

1/8, 3/8, 3√3/8, 3√3/8.

Their squares are 1/64, 9/64, 27/64 and 27/64, which add to 1. With the diagonal entries 3/2, 1/2, −1/2, −3/2,

⟨Jz⟩ = (3 + 9 − 27 − 81)/128 = −3/4.

Both pair matrix elements equal 2√3, so

⟨J₊²⟩ = 2√3 · (1/8 + 3/8) · 3√3/8 = 9/8.

The energy is −3/4 − 9/8 = −15/8, below the value −3/2 with all particles in the lower level. It is the minimum of the curve, since with x = cos t

E = (3/2)(x² + x − 1),

which is smallest at x = −1/2.
